# Dual orthogonality at the nodes of an N-point rule for the one-dimensional Brillouin zone, exact for harmonics of order below N

Take N real points `k j` in a one-dimensional Brillouin zone, in units of the reciprocal lattice vector, with complex weights `w j`, and suppose that the weighted sum gives the exact zone average of every harmonic exp(2πi m k) with |m| < N. The theorem `dual_orthogonality` says that `w l` times the sum of exp(2πi m (k l − k j)) over m = 0, …, N − 1 is then 1 if j = l and 0 otherwise. The proof puts the weighted harmonics in a square matrix `A` and the conjugate harmonics in a square matrix `B`, and gets `A * B = 1` from the exactness of the rule. Since the matrices are square, `B * A = 1` as well, and the (j, l) entry of this equation is the claim.

The first attempt, which Lean rejects:

```lean
import Mathlib

open Finset

namespace DualOrthogonality

noncomputable section

/-- The lattice harmonic `exp(2πi m k)` at the point `k`, in units of the reciprocal
lattice vector. -/
def wave (m : ℤ) (k : ℝ) : ℂ := Complex.exp (2 * Real.pi * Complex.I * m * k)

/-- The rule with nodes `k` and weights `w` gives the exact zone average of every harmonic
of order `|m| < N`: one for `m = 0` and zero otherwise. -/
def IsExact {N : ℕ} (k : Fin N → ℝ) (w : Fin N → ℂ) : Prop :=
  ∀ m : ℤ, |m| < (N : ℤ) → ∑ j, w j * wave m (k j) = if m = 0 then 1 else 0

/-- For an exact rule, the sum of the harmonics of order `0, …, N - 1` at the difference
`k l - k j`, times the weight `w l`, is one if `j = l` and zero otherwise. -/
theorem dual_orthogonality {N : ℕ} {k : Fin N → ℝ} {w : Fin N → ℂ} (h : IsExact k w)
    (j l : Fin N) :
    w l * ∑ m : Fin N, wave ((m : ℕ) : ℤ) (k l - k j) = if j = l then 1 else 0 := by
  let A : Matrix (Fin N) (Fin N) ℂ := Matrix.of fun m j => w j * wave ((m : ℕ) : ℤ) (k j)
  let B : Matrix (Fin N) (Fin N) ℂ := Matrix.of fun j n => wave (-((n : ℕ) : ℤ)) (k j)
  -- the moment conditions say that A is a left inverse of B
  have hAB : A * B = 1 := by
    ext m n
    rw [Matrix.mul_apply, Matrix.one_apply]
    have hmn : |((m : ℕ) : ℤ) - ((n : ℕ) : ℤ)| < (N : ℤ) := by
      have h1 := m.isLt
      have h2 := n.isLt
      rw [abs_lt]
      constructor <;> omega
    have e : ∑ j, A m j * B j n
        = ∑ j, w j * wave (((m : ℕ) : ℤ) - ((n : ℕ) : ℤ)) (k j) := by
      refine Finset.sum_congr rfl fun j _ => ?_
      simp only [A, B, Matrix.of_apply, wave]
      rw [mul_assoc, ← Complex.exp_add]
      congr 2
      push_cast
      ring
    rw [e, h _ hmn]
    by_cases hm : m = n
    · simp [hm]
    · have h0 : ((m : ℕ) : ℤ) - ((n : ℕ) : ℤ) ≠ 0 := fun h0 => hm (Fin.ext (by omega))
      rw [if_neg h0, if_neg hm]
  -- for square matrices it is also a right inverse
  have e := congrFun (congrFun (mul_eq_one_comm.mp hAB) j) l
  rw [Matrix.mul_apply, Matrix.one_apply] at e
  refine Eq.trans ?_ e
  rw [Finset.mul_sum]
  refine Finset.sum_congr rfl fun m _ => ?_
  simp only [A, B, Matrix.of_apply, wave]
  rw [mul_left_comm (Complex.exp _) (w l), ← Complex.exp_add]
  congr 2
  push_cast
  ring

end

end DualOrthogonality
```

The error:

```
Main.lean:48:21: error: Application type mismatch: The argument
  congrFun (mul_eq_one_comm.mp ?m.268) j
has type
  (?m.265 * ?m.264) j = 1 j
but is expected to have type
  ?m.255 = ?m.256
in the application
  congrFun (congrFun (mul_eq_one_comm.mp ?m.268) j)
```

What went wrong. The one error is in the line that takes the (j, l) entry of `B * A = 1` by two uses of `congrFun`. The outer `congrFun` needs an equation between functions, and Lean could not accept the inner term as one. In the message the two factors are still the unknowns `?m.265` and `?m.264`, and an unknown `?m.268` stands where `hAB` should be. So Lean was checking the application before it had used `hAB`, the only thing in that term which says that the factors are the matrices `A` and `B`. Without it, nothing told Lean that a row of the product is again a function.

The repair first states `hBA : B * A = 1`, so the matrices are known when `mul_eq_one_comm.mp hAB` is checked. It then writes out the equation of entries as the type of `e` and proves it by `rw [hBA]`, which turns the left side into the right. `congrFun` is no longer needed, and the rest of the proof is unchanged.

After these edits no error is left:

```diff
@@ -46,5 +46,6 @@
       rw [if_neg h0, if_neg hm]
   -- for square matrices it is also a right inverse
-  have e := congrFun (congrFun (mul_eq_one_comm.mp hAB) j) l
+  have hBA : B * A = 1 := mul_eq_one_comm.mp hAB
+  have e : (B * A) j l = (1 : Matrix (Fin N) (Fin N) ℂ) j l := by rw [hBA]
   rw [Matrix.mul_apply, Matrix.one_apply] at e
   refine Eq.trans ?_ e
```
